# The stick spectrum between two Hermitian matrices has the moments of their difference up to third order and a commutator excess at fourth

## Levels, lines and intensities

Consider a radical in a magnetic field so strong that the hyperfine coupling does not appreciably mix the two orientations of its electron spin. Let $A$ and $B$ be the Hamiltonians of the nuclear spins for the orientation of lower and of higher electron energy, respectively. Flipping the electron spin replaces $A$ by $B$ and leaves the nuclear state as it was. Write $a_i$, $E_i$ for the orthonormal eigenvectors and eigenvalues of $A$, and $b_j$, $F_j$ for those of $B$. With $\hbar=1$ and frequencies measured from the bare electron transition, the spectrum has a line at $F_j-E_i$ with intensity $|\langle a_i,b_j\rangle|^2$ for each pair $(i,j)$. Its $k$-th moment is

$$M_k=\sum_{i,j}|\langle a_i,b_j\rangle|^2\,(F_j-E_i)^k .$$

The question is how far these moments agree with $\operatorname{tr}\big((B-A)^k\big)$, the moments of the eigenvalues of $B-A$ taken with unit weight. They agree for $k\le 3$. At $k=4$ the moment of the spectrum is the trace plus the squared Frobenius norm of $AB-BA$, so it is larger unless $A$ and $B$ commute.

The matrices are $N\times N$ and complex, with rows and columns labelled by a finite type `n`; thus `n` is a set of labels and $N$ is its size. The inner product is conjugate-linear in its first argument. The moments are not divided by the total intensity, which is $M_0=N$, so the mean line position is $M_1/N$.

```lean
import Mathlib

open Matrix

namespace StickSpectrum

noncomputable section

variable {n : Type*} [Fintype n] [DecidableEq n]
```

An eigenbasis consists of $N$ vectors satisfying

$$\langle a_i,a_j\rangle=\delta_{ij},\qquad Aa_i=E_ia_i,\qquad E_i\in\mathbb R .$$

In Lean, `a i` is the $i$-th vector, `a i r` its component $r$, and `star (a i) ⬝ᵥ a j` the inner product. Degenerate levels are allowed.

```lean
/-- The vectors `a i` are orthonormal eigenvectors of the matrix `A` with real eigenvalues `E i`,
as many as the dimension of the space. -/
structure IsEigenbasis (A : Matrix n n ℂ) (E : n → ℝ) (a : n → n → ℂ) : Prop where
  orthonormal : ∀ i j, star (a i) ⬝ᵥ a j = if i = j then 1 else 0
  eigen : ∀ i, A *ᵥ a i = (E i : ℂ) • a i
```

The moment is the double sum above. Coinciding lines are simply added.

```lean
/-- The `k`-th moment of the stick spectrum with lines at `F j - E i` and intensities
`|⟨a i, b j⟩|²`. -/
def stickMoment (E F : n → ℝ) (a b : n → n → ℂ) (k : ℕ) : ℝ :=
  ∑ i, ∑ j, ‖star (a i) ⬝ᵥ b j‖ ^ 2 * (F j - E i) ^ k
```

The size of a matrix is measured by $\|M\|_F^2=\sum_{i,j}|M_{ij}|^2$.

```lean
/-- The squared Frobenius norm, the sum of the squared moduli of all entries. -/
def frobeniusSq (M : Matrix n n ℂ) : ℝ := ∑ i, ∑ j, ‖M i j‖ ^ 2
```

That the intensities are bare squared overlaps is built into the definition of $M_k$. For a measured spectrum it holds, up to a common factor, when the transition operator acts on the electron alone and the population differences are equal for all pairs of levels. The second condition is a good approximation when the nuclear energies are small compared with both the electron splitting and the thermal energy. The theorems do not derive this step.

## From eigenvectors to powers of the Hamiltonian

By the spectral theorem, every Hermitian matrix has an eigenbasis of this kind, so the results apply to any pair of Hermitian matrices. The proof takes the basis from Mathlib and translates its inner product into the dot product used here.

```lean
variable {A B : Matrix n n ℂ} {E F : n → ℝ} {a b : n → n → ℂ}

/-- Every Hermitian matrix has an orthonormal eigenbasis with real eigenvalues. -/
theorem hermitian_eigenbasis_witness (hA : A.IsHermitian) :
    IsEigenbasis A hA.eigenvalues (fun i => (hA.eigenvectorBasis i).ofLp) where
  orthonormal i j := by
    rw [dotProduct_comm, ← EuclideanSpace.inner_eq_star_dotProduct]
    exact orthonormal_iff_ite.mp hA.eigenvectorBasis.orthonormal i j
  eigen i := (hA.mulVec_eigenvectorBasis i).trans (by funext r; simp)
```

Put the vectors $a_i$ into the columns of a matrix $U$. Orthonormality says $(U^\dagger U)_{ij}=\langle a_i,a_j\rangle=\delta_{ij}$. Since $U$ is square, $U^\dagger U=1$ implies $UU^\dagger=1$, and the entries of the latter read

$$\sum_i a_i(r)\,\overline{a_i(s)}=\delta_{rs},\qquad\text{that is}\qquad \sum_i|a_i\rangle\langle a_i|=1 .$$

The change of order is `mul_eq_one_comm`, and `vecMulVec (a i) (star (a i))` is the projector $|a_i\rangle\langle a_i|$.

```lean
/-- Resolution of the identity: the projectors on the vectors of an eigenbasis sum to one. -/
theorem resolution_of_identity (h : IsEigenbasis A E a) :
    ∑ i, vecMulVec (a i) (star (a i)) = 1 := by
  -- the matrix with columns `a i` is unitary
  let U : Matrix n n ℂ := Matrix.of fun r i => a i r
  have h1 : Uᴴ * U = 1 := by
    ext i j
    simpa [U, Matrix.mul_apply, dotProduct, Matrix.one_apply] using h.orthonormal i j
  have h2 : U * Uᴴ = 1 := mul_eq_one_comm.mp h1
  ext r s
  have h3 : (U * Uᴴ) r s = (1 : Matrix n n ℂ) r s := by rw [h2]
  simpa [U, Matrix.mul_apply, Matrix.sum_apply, vecMulVec_apply] using h3
```

Repeated use of the eigenvalue equation gives $A^{p+1}a_i=A^p(E_ia_i)=E_i^{p+1}a_i$, starting from $A^0a_i=a_i$. Acting with $A^p$ on the resolution of the identity then yields

$$A^p=\sum_i E_i^p\,|a_i\rangle\langle a_i| .$$

The induction is the auxiliary statement `hp`; the `calc` block inserts the identity and applies `hp` to each term.

```lean
/-- Spectral decomposition of the powers of a matrix with an eigenbasis. -/
theorem spectral_pow (h : IsEigenbasis A E a) (p : ℕ) :
    A ^ p = ∑ i, (E i : ℂ) ^ p • vecMulVec (a i) (star (a i)) := by
  have hp : ∀ i, A ^ p *ᵥ a i = (E i : ℂ) ^ p • a i := by
    intro i
    induction p with
    | zero => simp
    | succ p ih =>
      rw [pow_succ, ← Matrix.mulVec_mulVec, h.eigen, Matrix.mulVec_smul, ih, smul_smul,
        pow_succ, mul_comm]
  calc A ^ p = A ^ p * ∑ i, vecMulVec (a i) (star (a i)) := by
        rw [resolution_of_identity h, mul_one]
    _ = _ := by
        rw [Finset.mul_sum]
        refine Finset.sum_congr rfl fun i _ => ?_
        rw [Matrix.mul_vecMulVec, hp]
        ext r s
        simp [vecMulVec_apply, mul_assoc]
```

For $p=1$ the right-hand side is a real combination of Hermitian projectors, so $A^\dagger=A$. Hermiticity therefore follows from the eigenbasis and need not be assumed separately.

```lean
/-- A matrix with an orthonormal eigenbasis and real eigenvalues is Hermitian. -/
theorem isHermitian_of_eigenbasis (h : IsEigenbasis A E a) : A.IsHermitian := by
  have h1 := spectral_pow h 1
  rw [pow_one] at h1
  change Aᴴ = A
  rw [h1]
  ext r s
  simp [Matrix.sum_apply, vecMulVec_apply, mul_comm]
```

## Overlaps as traces

For any two vectors $x$ and $y$, writing out the trace gives

$$\operatorname{tr}\big(|x\rangle\langle x|\,|y\rangle\langle y|\big)=\sum_{r,t}x_r\bar x_t\,y_t\bar y_r=\langle x,y\rangle\,\overline{\langle x,y\rangle}=|\langle x,y\rangle|^2 .$$

In the proof, `hz` identifies the conjugate factor, and the product of two sums is then expanded into the double sum.

```lean
omit [DecidableEq n] in
/-- The trace of the product of the matrices `|x⟩⟨x|` and `|y⟩⟨y|` is `|⟨x, y⟩|²`. -/
theorem trace_projectors (x y : n → ℂ) :
    (vecMulVec x (star x) * vecMulVec y (star y)).trace = (‖star x ⬝ᵥ y‖ : ℂ) ^ 2 := by
  have hz : (starRingEnd ℂ) (star x ⬝ᵥ y) = ∑ r, x r * star (y r) := by
    simp [dotProduct, map_sum]
  rw [← Complex.ofReal_pow, Complex.sq_norm, ← Complex.mul_conj, hz, mul_comm (star x ⬝ᵥ y)]
  simp only [Matrix.trace, Matrix.diag_apply, Matrix.mul_apply, vecMulVec_apply, dotProduct,
    Pi.star_apply, Finset.sum_mul_sum]
  refine Finset.sum_congr rfl fun r _ => Finset.sum_congr rfl fun t _ => ?_
  ring
```

Combining this with the spectral decompositions of $A^p$ and $B^q$,

$$\operatorname{tr}(A^pB^q)=\sum_{i,j}|\langle a_i,b_j\rangle|^2\,E_i^p\,F_j^q ,$$

which is the statement `mixed`. The levels are ordinary numbers, so the binomial theorem applies to $(F_j-E_i)^k$:

$$M_k=\sum_{m=0}^{k}(-1)^m\binom km\operatorname{tr}(A^mB^{k-m}).$$

This holds for every $k$, with all factors $A$ to the left of all factors $B$. The right-hand side contains only the matrices, so the moments do not depend on the basis chosen within a degenerate level. The equation is stated in $\mathbb C$, where the trace lives, with the real moment embedded there.

```lean
/-- Every moment of the stick spectrum is a binomial sum of traces in which all factors `A`
stand to the left of all factors `B`. -/
theorem moment_binomial (ha : IsEigenbasis A E a) (hb : IsEigenbasis B F b) (k : ℕ) :
    (stickMoment E F a b k : ℂ) =
      ∑ m ∈ Finset.range (k + 1), (-1) ^ m * (k.choose m : ℂ) * (A ^ m * B ^ (k - m)).trace := by
  -- ordered traces are weighted sums over pairs of levels
  have mixed : ∀ p q : ℕ, (A ^ p * B ^ q).trace =
      ∑ i, ∑ j, (‖star (a i) ⬝ᵥ b j‖ : ℂ) ^ 2 * ((E i : ℂ) ^ p * (F j : ℂ) ^ q) := by
    intro p q
    rw [spectral_pow ha p, spectral_pow hb q, Finset.sum_mul_sum, Matrix.trace_sum]
    refine Finset.sum_congr rfl fun i _ => ?_
    rw [Matrix.trace_sum]
    refine Finset.sum_congr rfl fun j _ => ?_
    simp only [Matrix.smul_mul, Matrix.mul_smul, Matrix.trace_smul, smul_eq_mul,
      trace_projectors]
    ring
  simp only [stickMoment, Complex.ofReal_sum, Complex.ofReal_mul, Complex.ofReal_pow,
    Complex.ofReal_sub, mixed, Finset.mul_sum]
  symm
  rw [Finset.sum_comm]
  refine Finset.sum_congr rfl fun i _ => ?_
  rw [Finset.sum_comm]
  refine Finset.sum_congr rfl fun j _ => ?_
  rw [sub_eq_neg_add, add_pow, Finset.mul_sum]
  refine Finset.sum_congr rfl fun m _ => ?_
  rw [neg_pow (E i : ℂ)]
  ring
```

## Agreement up to third order

The powers of $B-A$ contain words in every order. For $k=0$ both sides are $\operatorname{tr}1=N$, and for $k=1$ both are $\operatorname{tr}B-\operatorname{tr}A$. For $k=2$,

$$(B-A)^2=B^2-AB-BA+A^2,\qquad \operatorname{tr}(BA)=\operatorname{tr}(AB),$$

so the trace is $\operatorname{tr}B^2-2\operatorname{tr}(AB)+\operatorname{tr}A^2=M_2$. For $k=3$,

$$(B-A)^3=B^3-(AB^2+BAB+B^2A)+(A^2B+ABA+BA^2)-A^3 .$$

Cyclicity makes the three words in each bracket equal under the trace, so

$$\operatorname{tr}\big((B-A)^3\big)=\operatorname{tr}B^3-3\operatorname{tr}(AB^2)+3\operatorname{tr}(A^2B)-\operatorname{tr}A^3=M_3 .$$

Lean treats the four values of $k$ separately. `noncomm_ring` expands the powers without reordering factors, and `Matrix.trace_mul_comm` supplies the cyclic moves.

```lean
/-- The moments of order zero to three of the stick spectrum are the traces of the powers of
the difference `B - A`. -/
theorem moment_eq_trace (ha : IsEigenbasis A E a) (hb : IsEigenbasis B F b) {k : ℕ}
    (hk : k ≤ 3) : (stickMoment E F a b k : ℂ) = ((B - A) ^ k).trace := by
  rw [moment_binomial ha hb]
  interval_cases k
  · simp
  · norm_num [Finset.sum_range_succ, Matrix.trace_sub]
    ring
  · have e : (B - A) ^ 2 = B ^ 2 - A * B - B * A + A ^ 2 := by noncomm_ring
    rw [e]
    norm_num [Finset.sum_range_succ, Nat.choose, Matrix.trace_add, Matrix.trace_sub,
      Matrix.trace_mul_comm B A]
    ring
  · have e : (B - A) ^ 3 = B ^ 3 - (A * B ^ 2 + B * A * B + B ^ 2 * A)
        + (A ^ 2 * B + A * B * A + B * A ^ 2) - A ^ 3 := by noncomm_ring
    -- cyclicity brings each word to the order `A` before `B`
    have h1 : (B * A * B).trace = (A * B ^ 2).trace := by
      simpa only [pow_succ, pow_zero, one_mul, mul_assoc] using Matrix.trace_mul_comm B (A * B)
    have h2 : (A * B * A).trace = (A ^ 2 * B).trace := by
      simpa only [pow_succ, pow_zero, one_mul, mul_assoc] using Matrix.trace_mul_comm (A * B) A
    rw [e]
    simp only [Matrix.trace_add, Matrix.trace_sub, h1, h2, Matrix.trace_mul_comm (B ^ 2) A,
      Matrix.trace_mul_comm B (A ^ 2)]
    norm_num [Finset.sum_range_succ, Nat.choose]
    ring
```

In a simulation of a finite spin system, these identities let the moments of a computed line list be compared with traces of matrix products that need no diagonalisation. The list must contain the lines of all pairs $(i,j)$, with the intensities defined above.

## The commutator term at fourth order

The binomial formula gives

$$M_4=\operatorname{tr}B^4-4\operatorname{tr}(AB^3)+6\operatorname{tr}(A^2B^2)-4\operatorname{tr}(A^3B)+\operatorname{tr}A^4 .$$

In $\operatorname{tr}\big((B-A)^4\big)$ the words with one or three factors $A$ again become equal by cyclicity. The six words with two factors of each kind fall into two classes: four have the trace of $A^2B^2$, and two have the trace of $ABAB$. Hence

$$M_4-\operatorname{tr}\big((B-A)^4\big)=2\operatorname{tr}(A^2B^2)-2\operatorname{tr}(ABAB).$$

Now let $C=AB-BA$. Since $A$ and $B$ are Hermitian, $C^\dagger=BA-AB$, and

$$\|C\|_F^2=\operatorname{tr}(C^\dagger C)=\operatorname{tr}(BAAB)-\operatorname{tr}(BABA)-\operatorname{tr}(ABAB)+\operatorname{tr}(ABBA),$$

which equals $2\operatorname{tr}(A^2B^2)-2\operatorname{tr}(ABAB)$, the same difference.

In the proof, `frob` writes the Frobenius norm as a trace, `hC` computes $C^\dagger$, and `hm` is the formula for $M_4$. The rule `cyc` moves the first letter of a word to its end; the list of its instances brings every word to a chosen representative, after which `ring` compares coefficients.

```lean
/-- The fourth moment of the stick spectrum exceeds the trace of `(B - A) ^ 4` by the squared
Frobenius norm of the commutator of `A` and `B`. -/
theorem fourth_moment (ha : IsEigenbasis A E a) (hb : IsEigenbasis B F b) :
    (stickMoment E F a b 4 : ℂ) =
      ((B - A) ^ 4).trace + (frobeniusSq (A * B - B * A) : ℂ) := by
  have frob : ∀ M : Matrix n n ℂ, (frobeniusSq M : ℂ) = (Mᴴ * M).trace := by
    intro M
    simp only [frobeniusSq, Matrix.trace, Matrix.diag_apply, Matrix.mul_apply,
      Matrix.conjTranspose_apply, Complex.ofReal_sum]
    rw [Finset.sum_comm]
    refine Finset.sum_congr rfl fun j _ => Finset.sum_congr rfl fun i _ => ?_
    rw [Complex.sq_norm, ← Complex.mul_conj]
    exact mul_comm _ _
  have hC : (A * B - B * A)ᴴ = B * A - A * B := by
    rw [Matrix.conjTranspose_sub, Matrix.conjTranspose_mul, Matrix.conjTranspose_mul,
      (isHermitian_of_eigenbasis ha).eq, (isHermitian_of_eigenbasis hb).eq]
  have hm : (stickMoment E F a b 4 : ℂ) = (B ^ 4).trace - 4 * (A * B ^ 3).trace
      + 6 * (A ^ 2 * B ^ 2).trace - 4 * (A ^ 3 * B).trace + (A ^ 4).trace := by
    rw [moment_binomial ha hb]
    norm_num [Finset.sum_range_succ, Nat.choose]
    ring
  -- the trace of a four-letter word is unchanged when its first letter moves to the end
  have cyc : ∀ W X Y Z : Matrix n n ℂ,
      (W * (X * (Y * Z))).trace = (X * (Y * (Z * W))).trace := by
    intro W X Y Z
    rw [Matrix.trace_mul_comm W (X * (Y * Z))]
    simp only [mul_assoc]
  rw [hm, frob, hC]
  simp only [pow_succ, pow_zero, one_mul, mul_sub, sub_mul, mul_assoc, Matrix.trace_sub]
  -- among the words with two letters of each kind only `AABB` and `ABAB` remain distinct
  simp only [cyc B A B B, cyc B B A B, cyc B B B A, cyc A B B A, cyc B B A A, cyc B A A B,
    cyc B A B A, cyc B A A A, cyc A B A A, cyc A A B A]
  ring
```

The sign is easily lost here. Because $C$ is anti-Hermitian, $\operatorname{tr}(C^2)=-\|C\|_F^2$, so writing $\operatorname{tr}(C^2)$ for the correction turns the excess into a deficit.

If the fourth moments agree, then $\|C\|_F^2=0$. Each $|C_{ij}|^2$ is non-negative and no larger than the whole sum, so every entry vanishes and $AB=BA$. Conversely, commuting matrices give $C=0$. The two applications of `Finset.single_le_sum` bound an entry first by its row and then by the full sum.

```lean
/-- The fourth moment equals the trace of `(B - A) ^ 4` exactly when `A` and `B` commute. -/
theorem fourth_moment_eq_iff (ha : IsEigenbasis A E a) (hb : IsEigenbasis B F b) :
    (stickMoment E F a b 4 : ℂ) = ((B - A) ^ 4).trace ↔ A * B = B * A := by
  rw [fourth_moment ha hb]
  constructor
  · intro h
    have hc : (frobeniusSq (A * B - B * A) : ℂ) = 0 := by linear_combination h
    have h0 : frobeniusSq (A * B - B * A) = 0 := Complex.ofReal_eq_zero.mp hc
    ext i j
    -- each squared entry is bounded by the whole sum
    have h1 : ‖(A * B - B * A) i j‖ ^ 2 ≤ frobeniusSq (A * B - B * A) :=
      (Finset.single_le_sum (f := fun j' => ‖(A * B - B * A) i j'‖ ^ 2)
        (fun _ _ => sq_nonneg _) (Finset.mem_univ j)).trans
      (Finset.single_le_sum (f := fun i' => ∑ j', ‖(A * B - B * A) i' j'‖ ^ 2)
        (fun _ _ => Finset.sum_nonneg fun _ _ => sq_nonneg _) (Finset.mem_univ i))
    rw [h0] at h1
    have h2 : ‖(A * B - B * A) i j‖ = 0 :=
      (pow_eq_zero_iff two_ne_zero).mp (le_antisymm h1 (sq_nonneg _))
    have h3 := norm_eq_zero.mp h2
    rw [Matrix.sub_apply] at h3
    exact sub_eq_zero.mp h3
  · intro h
    rw [h]
    simp [frobeniusSq]

end

end StickSpectrum
```

```lean
#print axioms StickSpectrum.moment_eq_trace
-- 'StickSpectrum.moment_eq_trace' depends on axioms: [propext, Classical.choice, Quot.sound]
#print axioms StickSpectrum.fourth_moment
-- 'StickSpectrum.fourth_moment' depends on axioms: [propext, Classical.choice, Quot.sound]
#print axioms StickSpectrum.fourth_moment_eq_iff
-- 'StickSpectrum.fourth_moment_eq_iff' depends on axioms: [propext, Classical.choice, Quot.sound]
```

## Two levels with perpendicular axes

Take

$$A=\begin{pmatrix}1&0\\0&-1\end{pmatrix},\qquad B=\begin{pmatrix}0&1\\1&0\end{pmatrix}.$$

Both have eigenvalues $\pm1$, and all four squared overlaps are $\tfrac12$. The spectrum has lines at $-2,0,2$ with intensities $\tfrac12,1,\tfrac12$, so

$$M_0=2,\quad M_1=0,\quad M_2=4,\quad M_3=0,\quad M_4=16 .$$

The difference satisfies $(B-A)^2=2\cdot 1$, so its eigenvalues are $\pm\sqrt2$. The traces of its powers from zero to four are $2,0,4,0,8$, and the first four match. The commutator is

$$AB-BA=\begin{pmatrix}0&2\\-2&0\end{pmatrix},\qquad \|AB-BA\|_F^2=8,$$

and $8+8=16$. With the wrong sign the fourth moment would be $8-8=0$, which is impossible for a spectrum with lines at $\pm2$.
